# Associativity through second order turns the first-order commutator of a deformed product into a Poisson bracket

An observable is modelled as a formal polynomial $a_0+a_1t+a_2t^2$ with $t^3=0$, stored as a triple $(a_0,a_1,a_2)$. The parameter $t$ stands for $i\hbar$, but it is never given a numerical value, and convergence plays no role. The coefficients lie in a commutative algebra $A$ over a commutative ring $k$; the choice $k=\mathbb Q$ is included.

In Lean 4 with Mathlib:

```lean
import Mathlib

open MvPolynomial

namespace DeformationQuantization

noncomputable section

variable {k A : Type*} [CommRing k] [CommRing A] [Algebra k A]
```

On classical observables $f,g\in A$ the deformed product is
$$f\star g=fg+tB_1(f,g)+t^2B_2(f,g),$$
with $B_1,B_2$ bilinear, which is what the type `A →ₗ[k] A →ₗ[k] A` expresses. Linearity in $t$ fixes the product of all triples. In the code, `a.1`, `a.2.1` and `a.2.2` are $a_0$, $a_1$ and $a_2$.

```lean
/-- The deformed product `f g + t B1(f,g) + t² B2(f,g)`, extended linearly in `t` to observables
`a0 + a1 t + a2 t²` modulo `t³`, which are stored as triples `(a0, a1, a2)`. -/
def starMul (B1 B2 : A →ₗ[k] A →ₗ[k] A) (a b : A × A × A) : A × A × A :=
  (a.1 * b.1,
   a.2.1 * b.1 + a.1 * b.2.1 + B1 a.1 b.1,
   a.2.2 * b.1 + a.2.1 * b.2.1 + a.1 * b.2.2 + B1 a.2.1 b.1 + B1 a.1 b.2.1 + B2 a.1 b.1)
```

Associativity is a hypothesis on $B_1$ and $B_2$, imposed on all triples. Nothing is assumed about orders beyond $t^2$.

```lean
/-- The deformed product is associative modulo `t³`. -/
def AssocModCube (B1 B2 : A →ₗ[k] A →ₗ[k] A) : Prop :=
  ∀ a b c : A × A × A,
    starMul B1 B2 (starMul B1 B2 a b) c = starMul B1 B2 a (starMul B1 B2 b c)
```

The candidate for the classical bracket is the antisymmetric part of $B_1$, without a factor $\tfrac12$: $\{f,g\}=B_1(f,g)-B_1(g,f)$.

```lean
/-- The bracket `{f,g} = B1(f,g) - B1(g,f)`. -/
def poissonBracket (B1 : A →ₗ[k] A →ₗ[k] A) (f g : A) : A := B1 f g - B1 g f
```

Expand $(f\star g)\star h=f\star(g\star h)$. Order $t^0$ is associativity in $A$. The next two orders give
$$B_1(f,g)h+B_1(fg,h)=fB_1(g,h)+B_1(f,gh),\tag{1}$$
$$\begin{aligned}&B_2(f,g)h+B_1(B_1(f,g),h)+B_2(fg,h)\\&\quad=fB_2(g,h)+B_1(f,B_1(g,h))+B_2(f,gh).\end{aligned}\tag{2}$$
Conversely, these suffice for all triples. At order $t^2$ one needs (2) for $(a_0,b_0,c_0)$ and (1) for each way of replacing one entry by its order-$t$ coefficient. The tactic `linear_combination` checks exactly this sum.

```lean
/-- Associativity modulo `t³` is equivalent to one identity at order `t` and one at order `t²`
for classical observables. -/
theorem assocModCube_iff (B1 B2 : A →ₗ[k] A →ₗ[k] A) :
    AssocModCube B1 B2 ↔
      (∀ f g h, B1 f g * h + B1 (f * g) h = f * B1 g h + B1 f (g * h)) ∧
      (∀ f g h, B2 f g * h + B1 (B1 f g) h + B2 (f * g) h
        = f * B2 g h + B1 f (B1 g h) + B2 f (g * h)) := by
  constructor
  · intro H
    -- read off the coefficients of t and t² on classical observables
    constructor
    · intro f g h
      have e := congrArg (fun x => x.2.1) (H (f, 0, 0) (g, 0, 0) (h, 0, 0))
      simp only [starMul, map_zero, LinearMap.zero_apply, mul_zero, zero_mul, add_zero,
        zero_add] at e
      linear_combination e
    · intro f g h
      have e := congrArg (fun x => x.2.2) (H (f, 0, 0) (g, 0, 0) (h, 0, 0))
      simp only [starMul, map_zero, LinearMap.zero_apply, mul_zero, zero_mul, add_zero,
        zero_add] at e
      linear_combination e
  · rintro ⟨h1, h2⟩ a b c
    refine Prod.ext ?_ (Prod.ext ?_ ?_)
    · simp only [starMul]
      ring
    · simp only [starMul]
      linear_combination h1 a.1 b.1 c.1
    · simp only [starMul, map_add, LinearMap.add_apply]
      linear_combination h1 a.2.1 b.1 c.1 + h1 a.1 b.2.1 c.1 + h1 a.1 b.1 c.2.1
        + h2 a.1 b.1 c.1
```

Since $fg=gf$, the star commutator has no term of order $t^0$:
$$f\star g-g\star f=t\{f,g\}+t^2\bigl(B_2(f,g)-B_2(g,f)\bigr).$$
In this formal model, truncated after second order, the bracket is thus the coefficient of $t$ in the quantum commutator.

```lean
/-- The star commutator of two classical observables vanishes at order `t⁰`, and its coefficient
at order `t` is the bracket. -/
theorem star_commutator (B1 B2 : A →ₗ[k] A →ₗ[k] A) (f g : A) :
    starMul B1 B2 (f, 0, 0) (g, 0, 0) - starMul B1 B2 (g, 0, 0) (f, 0, 0)
      = (0, poissonBracket B1 f g, B2 f g - B2 g f) := by
  refine Prod.ext ?_ (Prod.ext ?_ ?_) <;> simp [starMul, poissonBracket, mul_comm g f]
```

For the Leibniz rule, apply (1) to $(f,g,h)$ and $(g,h,f)$, solve for $B_1(f,gh)$ and $B_1(gh,f)$, and subtract. The terms $fB_1(g,h)$ cancel:
$$\{f,gh\}=B_1(f,g)h+B_1(fg,h)-gB_1(h,f)-B_1(g,fh).$$
Identity (1) for $(g,f,h)$ gives $B_1(fg,h)-B_1(g,fh)=gB_1(f,h)-B_1(g,f)h$, hence
$$\{f,gh\}=\{f,g\}h+g\{f,h\}.$$
The three instances are `e1`, `e2` and `e3`.

```lean
/-- Associativity makes the bracket with a fixed observable obey the product rule. -/
theorem bracket_leibniz {B1 B2 : A →ₗ[k] A →ₗ[k] A} (H : AssocModCube B1 B2) (f g h : A) :
    poissonBracket B1 f (g * h)
      = poissonBracket B1 f g * h + g * poissonBracket B1 f h := by
  obtain ⟨h1, -⟩ := (assocModCube_iff B1 B2).1 H
  have e1 := h1 f g h
  have e2 := h1 g h f
  have e3 := h1 g f h
  rw [mul_comm h f] at e2
  rw [mul_comm g f] at e3
  simp only [poissonBracket]
  linear_combination e3 - e1 - e2
```

For Jacobi, rewrite (2) as
$$\begin{aligned}&B_1(B_1(f,g),h)-B_1(f,B_1(g,h))\\&\quad=fB_2(g,h)-B_2(f,g)h+B_2(f,gh)-B_2(fg,h)\end{aligned}$$
and sum over the six orderings with the sign of the permutation. The terms $B_2(f,gh)$ cancel under $g\leftrightarrow h$, and $B_2(fg,h)$ under $f\leftrightarrow g$. The first two terms cancel each other after a cyclic relabelling, which is even. The right side therefore vanishes, while the left side is minus
$$\{f,\{g,h\}\}+\{g,\{h,f\}\}+\{h,\{f,g\}\}.$$

```lean
/-- Associativity makes the bracket satisfy the Jacobi identity. -/
theorem bracket_jacobi {B1 B2 : A →ₗ[k] A →ₗ[k] A} (H : AssocModCube B1 B2) (f g h : A) :
    poissonBracket B1 f (poissonBracket B1 g h) + poissonBracket B1 g (poissonBracket B1 h f)
      + poissonBracket B1 h (poissonBracket B1 f g) = 0 := by
  obtain ⟨-, h2⟩ := (assocModCube_iff B1 B2).1 H
  -- the order t² identity in all six orderings
  have e1 := h2 f g h
  have e2 := h2 g h f
  have e3 := h2 h f g
  have e4 := h2 g f h
  have e5 := h2 f h g
  have e6 := h2 h g f
  rw [mul_comm h f] at e2 e3
  rw [mul_comm g f] at e4 e6
  rw [mul_comm h g] at e5 e6
  simp only [poissonBracket, map_sub, LinearMap.sub_apply]
  -- in the signed sum every B2 term cancels
  linear_combination e4 + e5 + e6 - e1 - e2 - e3
```

Antisymmetry follows from the definition alone. Together the three properties read as follows.

```lean
/-- If the deformed product is associative modulo `t³`, then `{f,g} = B1(f,g) - B1(g,f)` is
antisymmetric and satisfies the Leibniz rule and the Jacobi identity. -/
theorem poisson_of_assocModCube {B1 B2 : A →ₗ[k] A →ₗ[k] A} (H : AssocModCube B1 B2) :
    (∀ f g, poissonBracket B1 f g = -poissonBracket B1 g f) ∧
    (∀ f g h, poissonBracket B1 f (g * h)
      = poissonBracket B1 f g * h + g * poissonBracket B1 f h) ∧
    (∀ f g h, poissonBracket B1 f (poissonBracket B1 g h)
      + poissonBracket B1 g (poissonBracket B1 h f)
      + poissonBracket B1 h (poissonBracket B1 f g) = 0) :=
  ⟨fun f g => by simp only [poissonBracket]; ring, bracket_leibniz H, bracket_jacobi H⟩
```

A change of operator ordering is modelled by $T=\mathrm{id}+tD+t^2E$, with $D,E$ linear.

```lean
/-- The change of ordering `id + t D + t² E`, acting on observables modulo `t³`. -/
def reorder (D E : A →ₗ[k] A) (a : A × A × A) : A × A × A :=
  (a.1, a.2.1 + D a.1, a.2.2 + D a.2.1 + E a.1)
```

Suppose $T(a\star b)=T(a)\star'T(b)$, where $\star'$ has coefficients $C_1,C_2$. At order $t$,
$$B_1(f,g)+D(fg)=D(f)g+fD(g)+C_1(f,g).$$
Both $D(fg)$ and the sum $D(f)g+fD(g)$ are symmetric in $f,g$, so antisymmetrising leaves the same bracket for both products.

```lean
/-- Two deformed products related by a change of ordering have the same bracket. -/
theorem bracket_eq_of_reorder {B1 B2 C1 C2 : A →ₗ[k] A →ₗ[k] A} (D E : A →ₗ[k] A)
    (H : ∀ a b, reorder D E (starMul B1 B2 a b)
      = starMul C1 C2 (reorder D E a) (reorder D E b)) (f g : A) :
    poissonBracket B1 f g = poissonBracket C1 f g := by
  -- at order t the two products differ by a term symmetric in f and g
  have key : ∀ u v : A, B1 u v + D (u * v) = D u * v + u * D v + C1 u v := by
    intro u v
    have e := congrArg (fun x => x.2.1) (H (u, 0, 0) (v, 0, 0))
    simp only [reorder, starMul, mul_zero, zero_mul, zero_add] at e
    linear_combination e
  have e1 := key f g
  have e2 := key g f
  rw [mul_comm g f] at e2
  simp only [poissonBracket]
  linear_combination e1 - e2
```

For an explicit product, let $D,E$ now be commuting derivations of a commutative $\mathbb Q$-algebra $R$, and set $B_1(f,g)=Df\,Eg$.

```lean
variable {R : Type*} [CommRing R] [Algebra ℚ R]

/-- The first-order term `D f · E g` built from two derivations. -/
def orderedB1 (D E : Derivation ℚ R R) : R →ₗ[ℚ] R →ₗ[ℚ] R :=
  (LinearMap.mul ℚ R).compl₁₂ D.toLinearMap E.toLinearMap
```

The second-order term is $B_2(f,g)=\tfrac12D^2f\,E^2g$.

```lean
/-- The second-order term `½ D² f · E² g` built from two derivations. -/
def orderedB2 (D E : Derivation ℚ R R) : R →ₗ[ℚ] R →ₗ[ℚ] R :=
  (1 / 2 : ℚ) • (LinearMap.mul ℚ R).compl₁₂ (D.toLinearMap ∘ₗ D.toLinearMap)
    (E.toLinearMap ∘ₗ E.toLinearMap)
```

Both sides of (1) equal $h\,Df\,Eg+g\,Df\,Eh+f\,Dg\,Eh$. Using $DE=ED$, both sides of (2) equal
$$\begin{aligned}&\tfrac12\bigl(h\,D^2f\,E^2g+g\,D^2f\,E^2h+f\,D^2g\,E^2h\bigr)\\&\quad+D^2f\,Eg\,Eh+Df\,(DEg)\,Eh+Df\,Dg\,E^2h.\end{aligned}$$
The proof writes $c$ for $\tfrac12$ and uses only $c+c=1$.

```lean
/-- For commuting derivations `D` and `E`, the product
`f g + t D f · E g + ½ t² D² f · E² g` is associative modulo `t³`. -/
theorem ordered_assoc (D E : Derivation ℚ R R) (hDE : ∀ f, D (E f) = E (D f)) :
    AssocModCube (orderedB1 D E) (orderedB2 D E) := by
  have b1 : ∀ f g, orderedB1 D E f g = D f * E g := fun _ _ => rfl
  have b2 : ∀ f g, orderedB2 D E f g
      = algebraMap ℚ R (1 / 2) * (D (D f) * E (E g)) := by
    intro f g
    rw [← Algebra.smul_def]
    rfl
  have hc : algebraMap ℚ R (1 / 2) + algebraMap ℚ R (1 / 2) = 1 := by
    rw [← map_add, add_halves, map_one]
  rw [assocModCube_iff]
  simp only [b1, b2]
  generalize algebraMap ℚ R (1 / 2) = c at hc
  constructor
  · intro f g h
    simp only [Derivation.leibniz, smul_eq_mul]
    ring
  · intro f g h
    simp only [Derivation.leibniz, smul_eq_mul, map_add, hDE]
    linear_combination (D f * D g * E (E h) - D (D f) * E g * E h) * hc
```

On polynomials in $q$ (`X 0`) and $p$ (`X 1`), take $D=\partial_q$ and $E=\partial_p$. Their commutator is a derivation that kills both coordinates, so it is zero and the product is associative modulo $t^3$. The bracket is
$$\{q,p\}=\partial_qq\,\partial_pp-\partial_qp\,\partial_pq=1,$$
the canonical value for one degree of freedom.

```lean
/-- On polynomials in two phase-space coordinates, the product built from the two partial
derivatives is associative modulo `t³`, and the bracket of the coordinates is `1`. -/
theorem poisson_of_assocModCube_witness :
    AssocModCube (orderedB1 (pderiv (R := ℚ) (0 : Fin 2)) (pderiv 1))
      (orderedB2 (pderiv (R := ℚ) (0 : Fin 2)) (pderiv 1)) ∧
    poissonBracket (orderedB1 (pderiv (R := ℚ) (0 : Fin 2)) (pderiv 1)) (X 0) (X 1) = 1 := by
  have h01 : pderiv (R := ℚ) (0 : Fin 2) (X 1) = 0 := pderiv_X_of_ne (by decide)
  have h10 : pderiv (R := ℚ) (1 : Fin 2) (X 0) = 0 := pderiv_X_of_ne (by decide)
  constructor
  · apply ordered_assoc
    intro f
    -- the commutator of the partial derivatives is a derivation that kills both coordinates
    have hz : ⁅pderiv (R := ℚ) (0 : Fin 2), pderiv (R := ℚ) (1 : Fin 2)⁆ = 0 := by
      apply MvPolynomial.derivation_ext
      intro i
      rw [Derivation.commutator_apply]
      fin_cases i <;> simp [h01, h10]
    have e := congrArg (fun d => d f) hz
    simp only [Derivation.commutator_apply, Derivation.zero_apply] at e
    exact sub_eq_zero.1 e
  · change pderiv (R := ℚ) (0 : Fin 2) (X 0) * pderiv (R := ℚ) (1 : Fin 2) (X 1)
      - pderiv (R := ℚ) (0 : Fin 2) (X 1) * pderiv (R := ℚ) (1 : Fin 2) (X 0) = 1
    rw [h01, h10, pderiv_X_self, pderiv_X_self]
    ring

end

end DeformationQuantization
```

```lean
#print axioms DeformationQuantization.star_commutator
#print axioms DeformationQuantization.poisson_of_assocModCube
#print axioms DeformationQuantization.bracket_eq_of_reorder
#print axioms DeformationQuantization.ordered_assoc
```

```
'DeformationQuantization.star_commutator' depends on axioms: [propext, Quot.sound]
'DeformationQuantization.poisson_of_assocModCube' depends on axioms: [propext, Classical.choice, Quot.sound]
'DeformationQuantization.bracket_eq_of_reorder' depends on axioms: [propext, Quot.sound]
'DeformationQuantization.ordered_assoc' depends on axioms: [propext, Classical.choice, Quot.sound]
```
